# Plain truncation keeps a Cᵏ potential Cᵏ exactly when its derivatives of orders 0 to k vanish at the cutoff

## A pair potential and its cutoff

Let g(r) be the energy of a pair of atoms at separation r, and let rc be the cutoff distance. The truncated potential Tg is

Tg(r) = g(r) for r < rc,
Tg(r) = 0 for r ≥ rc.

The point r = rc belongs to the zero side. Write g⁽ʲ⁾ for the j-th derivative, with g⁽⁰⁾ = g. A function is Cᵏ if it is k times continuously differentiable, so C⁰ means continuous, and C^∞ means Cᵏ for every k.

A simulation drops interactions beyond rc to save work. The force is minus the first derivative of the energy, and force constants contain the second, so the question is how many continuous derivatives survive the cut. For a single pair distance, the criterion below decides whether the truncated energy has a continuous first derivative (k = 1), or continuous first and second derivatives (k = 2), as the pair crosses the cutoff. A force computed branch by branch, as −g′ inside and 0 outside, is already continuous when g′(rc) = 0, but if g(rc) ≠ 0 the energy still jumps.

## The criterion in words and in Lean

For a Cᵏ function g on the real line, any real rc and any natural number k:

Tg is Cᵏ ⇔ g⁽ʲ⁾(rc) = 0 for all j = 0, …, k.

This is `contDiff_truncate_iff`. In Lean, Tg is `truncate g rc`, "g is Cᵏ" is `ContDiff ℝ k g`, and g⁽ʲ⁾(rc) is `iteratedDeriv j g rc`. The potential need only be Cᵏ, not infinitely differentiable.

Two further theorems treat the limit of all orders. For C^∞ potentials, `smooth_truncate_iff` says that Tg is C^∞ exactly when every derivative of g vanishes at rc. If g is real-analytic on the whole line (`AnalyticOnNhd ℝ g Set.univ`), meaning that it equals its Taylor series near each point, then `eq_zero_of_analytic_of_smooth_truncate` says that a C^∞ truncation forces g = 0 everywhere.

One step to real potentials remains. The Lean g is defined and regular on all of ℝ, whereas a Lennard-Jones potential diverges at r = 0. For the two differentiability criteria with rc > 0, one replaces g at short distance by a smooth extension, which changes nothing near rc. The analytic theorem does not accept such a patched function, because the patch destroys analyticity.

## Matching the two sides at rc

**Continuity.** Away from rc, Tg is continuous because g and 0 are. At rc the limit from the left is g(rc), while the value and the limit from the right are 0. Hence Tg is continuous exactly when g(rc) = 0.

**First derivative.** Let g be differentiable. If Tg is differentiable, it is continuous, so g(rc) = 0. Its difference quotients at rc are then

h > 0: [Tg(rc + h) − Tg(rc)]/h = 0,
h < 0: [Tg(rc + h) − Tg(rc)]/h = [g(rc + h) − g(rc)]/h → g′(rc).

The two limits must agree, so g′(rc) = 0. Conversely, if g(rc) = g′(rc) = 0, both limits are 0 and the derivative exists at rc. Elsewhere it is g′ or 0, so everywhere

(Tg)′ = T(g′).

**Higher derivatives.** The case k = 0 is continuity. Assume the criterion for k and all Cᵏ functions, and let g be Cᵏ⁺¹. Then Tg is Cᵏ⁺¹ exactly when it is differentiable with a Cᵏ derivative. Differentiability means g(rc) = g′(rc) = 0, and then the derivative is T(g′). By the assumption applied to g′, this is Cᵏ exactly when g′, …, g⁽ᵏ⁺¹⁾ vanish at rc. Together these are the conditions for orders 0 to k + 1.

**All orders.** Applying the criterion for every k gives the C^∞ statement. If g is also analytic, its Taylor coefficients g⁽ʲ⁾(rc)/j! all vanish, so g is zero near rc. The identity theorem for analytic functions extends this to the whole line.

## The Lean file

```lean
import Mathlib

open Filter Topology
open scoped ContDiff

namespace TruncationSmoothness

/-- The potential `g` truncated at `rc`: it equals `g r` for `r < rc` and zero for `r ≥ rc`. -/
noncomputable def truncate (g : ℝ → ℝ) (rc : ℝ) : ℝ → ℝ :=
  fun r => if r < rc then g r else 0

/-- Below the cutoff the truncated potential is the original one. -/
theorem truncate_of_lt (g : ℝ → ℝ) {rc r : ℝ} (h : r < rc) : truncate g rc r = g r :=
  if_pos h

/-- At and beyond the cutoff the truncated potential is zero. -/
theorem truncate_of_ge (g : ℝ → ℝ) {rc r : ℝ} (h : rc ≤ r) : truncate g rc r = 0 :=
  if_neg (not_lt_of_ge h)

/-- The truncation of a continuous potential is continuous exactly when the potential
vanishes at the cutoff. -/
theorem continuous_truncate_iff {g : ℝ → ℝ} {rc : ℝ} (hg : Continuous g) :
    Continuous (truncate g rc) ↔ g rc = 0 := by
  constructor
  · intro h
    -- compare the two limits from the left
    have h1 : Tendsto g (𝓝[<] rc) (𝓝 (g rc)) :=
      hg.continuousAt.tendsto.mono_left nhdsWithin_le_nhds
    have h2 : Tendsto (truncate g rc) (𝓝[<] rc) (𝓝 (truncate g rc rc)) :=
      h.continuousAt.tendsto.mono_left nhdsWithin_le_nhds
    rw [truncate_of_ge g le_rfl] at h2
    refine tendsto_nhds_unique h1 (h2.congr' ?_)
    filter_upwards [self_mem_nhdsWithin] with r hr
    exact truncate_of_lt g hr
  · intro h0
    have e : truncate g rc = fun r => if rc ≤ r then (0 : ℝ) else g r := by
      funext r
      rcases lt_or_ge r rc with h | h
      · rw [truncate_of_lt g h, if_neg (not_le_of_gt h)]
      · rw [truncate_of_ge g h, if_pos h]
    rw [e]
    refine Continuous.if_le continuous_const hg continuous_const continuous_id ?_
    intro r hr
    have hr' : rc = r := hr
    rw [← hr', h0]

/-- If a differentiable potential and its derivative both vanish at the cutoff, the truncated
potential is differentiable everywhere, and its derivative is the truncated derivative. -/
theorem hasDerivAt_truncate {g g' : ℝ → ℝ} {rc : ℝ} (hg : ∀ r, HasDerivAt g (g' r) r)
    (h0 : g rc = 0) (h1 : g' rc = 0) (r : ℝ) :
    HasDerivAt (truncate g rc) (truncate g' rc r) r := by
  rcases lt_trichotomy r rc with h | h | h
  · rw [truncate_of_lt g' h]
    refine (hg r).congr_of_eventuallyEq ?_
    filter_upwards [Iio_mem_nhds h] with x hx
    exact truncate_of_lt g hx
  · -- at the cutoff, glue the two one-sided derivatives
    rw [h, truncate_of_ge g' le_rfl]
    have hl : HasDerivWithinAt (truncate g rc) 0 (Set.Iic rc) rc := by
      have hd := (hg rc).hasDerivWithinAt (s := Set.Iic rc)
      rw [h1] at hd
      refine hd.congr (fun x hx => ?_) (by rw [truncate_of_ge g le_rfl, h0])
      rcases lt_or_eq_of_le (Set.mem_Iic.mp hx) with hx | hx
      · exact truncate_of_lt g hx
      · rw [hx, truncate_of_ge g le_rfl, h0]
    have hr : HasDerivWithinAt (truncate g rc) 0 (Set.Ici rc) rc :=
      (hasDerivWithinAt_const rc (Set.Ici rc) (0 : ℝ)).congr
        (fun x hx => truncate_of_ge g hx) (truncate_of_ge g le_rfl)
    have hu := hl.union hr
    rwa [Set.Iic_union_Ici, hasDerivWithinAt_univ] at hu
  · rw [truncate_of_ge g' h.le]
    refine (hasDerivAt_const r (0 : ℝ)).congr_of_eventuallyEq ?_
    filter_upwards [Ioi_mem_nhds h] with x hx
    exact truncate_of_ge g (le_of_lt hx)

/-- The truncation of a differentiable potential is differentiable exactly when the potential
and its first derivative vanish at the cutoff. -/
theorem differentiable_truncate_iff {g : ℝ → ℝ} {rc : ℝ} (hg : Differentiable ℝ g) :
    Differentiable ℝ (truncate g rc) ↔ g rc = 0 ∧ deriv g rc = 0 := by
  constructor
  · intro h
    have h0 : g rc = 0 := (continuous_truncate_iff hg.continuous).1 h.continuous
    have hd := (h rc).hasDerivAt
    -- seen from the right the slope is zero
    have hr : deriv (truncate g rc) rc = 0 :=
      UniqueDiffWithinAt.eq_deriv (Set.Ici rc)
        (uniqueDiffOn_Ici rc rc (Set.mem_Ici.mpr le_rfl)) hd.hasDerivWithinAt
        ((hasDerivWithinAt_const rc (Set.Ici rc) (0 : ℝ)).congr
          (fun x hx => truncate_of_ge g hx) (truncate_of_ge g le_rfl))
    -- seen from the left it is the slope of the potential
    have hl : deriv g rc = deriv (truncate g rc) rc := by
      refine UniqueDiffWithinAt.eq_deriv (Set.Iic rc)
        (uniqueDiffOn_Iic rc rc (Set.mem_Iic.mpr le_rfl)) (hg rc).hasDerivAt.hasDerivWithinAt
        (hd.hasDerivWithinAt.congr (fun x hx => ?_) (by rw [truncate_of_ge g le_rfl, h0]))
      rcases lt_or_eq_of_le (Set.mem_Iic.mp hx) with hx | hx
      · exact (truncate_of_lt g hx).symm
      · rw [hx, truncate_of_ge g le_rfl, h0]
    exact ⟨h0, hl.trans hr⟩
  · rintro ⟨h0, h1⟩ r
    exact (hasDerivAt_truncate (fun x => (hg x).hasDerivAt) h0 h1 r).differentiableAt

/-- The truncation of a `k` times continuously differentiable potential is `k` times continuously
differentiable exactly when the potential and its first `k` derivatives vanish at the cutoff. -/
theorem contDiff_truncate_iff {g : ℝ → ℝ} {rc : ℝ} (k : ℕ) (hg : ContDiff ℝ k g) :
    ContDiff ℝ k (truncate g rc) ↔ ∀ j ≤ k, iteratedDeriv j g rc = 0 := by
  induction k generalizing g with
  | zero =>
    rw [Nat.cast_zero, contDiff_zero, continuous_truncate_iff hg.continuous]
    constructor
    · intro h j hj
      rw [Nat.le_zero.mp hj, iteratedDeriv_zero, h]
    · intro h
      simpa using h 0 le_rfl
  | succ k ih =>
    rw [Nat.cast_add, Nat.cast_one, contDiff_succ_iff_deriv] at hg ⊢
    obtain ⟨hd, -, hc⟩ := hg
    -- if `g` and `deriv g` vanish at the cutoff, differentiation commutes with truncation
    have key : g rc = 0 → deriv g rc = 0 →
        deriv (truncate g rc) = truncate (deriv g) rc := fun h0 h1 =>
      funext fun r => (hasDerivAt_truncate (fun x => (hd x).hasDerivAt) h0 h1 r).deriv
    constructor
    · rintro ⟨hD, -, hC⟩ j hj
      obtain ⟨h0, h1⟩ := (differentiable_truncate_iff hd).1 hD
      rw [key h0 h1] at hC
      cases j with
      | zero => rw [iteratedDeriv_zero, h0]
      | succ j =>
        rw [iteratedDeriv_succ']
        exact (ih hc).1 hC j (by omega)
    · intro h
      have h0 : g rc = 0 := by simpa using h 0 (Nat.zero_le _)
      have h1 : deriv g rc = 0 := by simpa [iteratedDeriv_one] using h 1 (by omega)
      refine ⟨(differentiable_truncate_iff hd).2 ⟨h0, h1⟩,
        fun hω => absurd hω (WithTop.natCast_ne_top k), ?_⟩
      rw [key h0 h1]
      refine (ih hc).2 fun j hj => ?_
      rw [← iteratedDeriv_succ']
      exact h (j + 1) (by omega)

/-- The truncation of an infinitely differentiable potential is infinitely differentiable exactly
when the potential and all its derivatives vanish at the cutoff. -/
theorem smooth_truncate_iff {g : ℝ → ℝ} {rc : ℝ} (hg : ContDiff ℝ ∞ g) :
    ContDiff ℝ ∞ (truncate g rc) ↔ ∀ j, iteratedDeriv j g rc = 0 := by
  rw [contDiff_infty] at hg ⊢
  exact ⟨fun h j => (contDiff_truncate_iff j (hg j)).1 (h j) j le_rfl,
    fun h k => (contDiff_truncate_iff k (hg k)).2 fun j _ => h j⟩

/-- The truncation of a potential that is real-analytic on the whole line is infinitely
differentiable only if the potential is identically zero. -/
theorem eq_zero_of_analytic_of_smooth_truncate {g : ℝ → ℝ} {rc : ℝ}
    (hg : AnalyticOnNhd ℝ g Set.univ) (h : ContDiff ℝ ∞ (truncate g rc)) : g = 0 := by
  have hs : ContDiff ℝ ∞ g :=
    contDiff_iff_contDiffAt.mpr fun x => (hg x (Set.mem_univ x)).contDiffAt
  have hz := (smooth_truncate_iff hs).1 h
  -- the Taylor series at the cutoff vanishes, hence so does the potential nearby
  have hev : g =ᶠ[𝓝 rc] (fun _ => (0 : ℝ)) := by
    filter_upwards [(hg rc (Set.mem_univ rc)).hasFPowerSeriesAt.eventually_hasSum_sub]
      with y hy
    refine hy.unique ?_
    simp [FormalMultilinearSeries.ofScalars, hz, hasSum_zero]
  -- the identity theorem carries this to the whole line
  exact hg.eq_of_eventuallyEq analyticOnNhd_const hev

end TruncationSmoothness
```

```lean
#print axioms TruncationSmoothness.smooth_truncate_iff
-- 'TruncationSmoothness.smooth_truncate_iff' depends on axioms: [propext, Classical.choice, Quot.sound]
#print axioms TruncationSmoothness.eq_zero_of_analytic_of_smooth_truncate
-- 'TruncationSmoothness.eq_zero_of_analytic_of_smooth_truncate' depends on axioms: [propext, Classical.choice, Quot.sound]
```

## From one-sided limits to the induction

The lemmas `truncate_of_lt` and `truncate_of_ge` evaluate the two branches. In `continuous_truncate_iff`, the forward direction compares limits along `𝓝[<] rc`, the points approaching rc from below, and uses uniqueness of limits. The converse applies `Continuous.if_le`, which joins two continuous branches that agree at rc.

`hasDerivAt_truncate` proves (Tg)′ = T(g′) in three cases. For r < rc and r > rc, Tg coincides near r with g or 0. At r = rc, derivatives within `Set.Iic rc` and `Set.Ici rc` are both zero, and `hl.union hr` joins them into a two-sided derivative. `differentiable_truncate_iff` adds the converse: `UniqueDiffWithinAt.eq_deriv` identifies the slope of Tg with 0 from the right and with g′(rc) from the left.

The induction in `contDiff_truncate_iff` generalises over g, because its hypothesis is applied to `deriv g`. The lemma `contDiff_succ_iff_deriv` splits Cᵏ⁺¹ into differentiability and a Cᵏ derivative, `key` exchanges differentiation and truncation, and `iteratedDeriv_succ'` shifts the order by one.

`smooth_truncate_iff` uses this result at each finite order. In the analytic theorem, `hy.unique` compares two sums of the same Taylor series, g(y) and 0, for y near rc; `eq_of_eventuallyEq` is the identity theorem.

## Joining two non-zero branches

The same argument handles a potential equal to g for r < rc and to another Cᵏ function p for r ≥ rc. This function is p + T(g − p), so it is Cᵏ exactly when g⁽ʲ⁾(rc) = p⁽ʲ⁾(rc) for j = 0, …, k. That is the matching condition for joining a potential to a tail or for joining spline segments.

## The cosine cutoff in a machine-learned potential

Many machine-learned potentials describe an atom's surroundings by sums over its neighbours. In a simple case, a neighbour's term u(r) in such a sum is multiplied by

f(r) = ½[1 + cos(πr/rc)]

and the product is set to zero from rc on. Here f(rc) = f′(rc) = 0, but f″(rc) = π²/(2rc²). For u smooth with u(rc) ≠ 0, the truncated product uf is therefore C¹ but not C²: its first derivative is continuous, while its second jumps by |u(rc)|π²/(2rc²) in magnitude at the cutoff. With the factor (1 − r/rc)³ instead, the second derivative also vanishes at rc, and the truncated product is C².
